# Counting the states killed by $S_+$ at fixed spin-up and spin-down numbers

Put one spin-up and one spin-down electron in two orbitals. Of the four configurations, $S_+$ kills the two doubly occupied ones and sends each of the others to $\pm$ the state with both spins up. Its kernel has dimension three. What is the dimension for $M$ orbitals, $k$ up and $l$ down electrons?

States $\psi$ give complex amplitudes to sets $s$ of filled spin orbitals (`true` is up). `ann i` is $a_i$, `ᴴ` the adjoint, and `transfer M σ τ` is $T_{\sigma\tau}=\sum_p a^\dagger_{p\sigma}a_{p\tau}$, which gives $N_\uparrow,N_\downarrow,S_\pm$ with $\hbar=1$. `sector M k l` is $V_{k,l}$, the joint eigenspace with $N_\uparrow=k$ and $N_\downarrow=l$; `highestWeight M k l` is $H_{k,l}=V_{k,l}\cap\ker S_+$. Applying this to a molecule presupposes truncation to $M$ orthonormal spatial orbitals, the same for both spins.

In Lean 4 with Mathlib:

```lean
import Mathlib

open Matrix
open scoped ComplexOrder

namespace FockHighestWeight

noncomputable section

/-- Spin orbitals: an orbital together with a spin, `true` for up and `false` for down. -/
abbrev Mode (M : ℕ) := Fin M × Bool

/-- An occupation pattern: the set of filled spin orbitals. -/
abbrev Config (M : ℕ) := Finset (Mode M)

/-- Fock space: a complex amplitude for every occupation pattern. -/
abbrev Fock (M : ℕ) := Config M → ℂ

/-- Operators on Fock space, as matrices in the occupation basis. -/
abbrev Op (M : ℕ) := Matrix (Config M) (Config M) ℂ

variable {M : ℕ}

/-- The place of a spin orbital in the Jordan-Wigner ordering. -/
def position (i : Mode M) : ℕ := 2 * (i.1 : ℕ) + i.2.toNat

/-- The factor that a filled mode `j` contributes to the sign of mode `i`: `-1` if `j` comes before
`i` in the ordering, otherwise `1`. -/
def exchange (i j : Mode M) : ℂ := if position j < position i then -1 else 1

/-- The Jordan-Wigner sign of mode `i` in the configuration `s`. -/
def jwSign (i : Mode M) (s : Config M) : ℂ := ∏ j ∈ s, exchange i j

/-- The annihilation operator of mode `i`; its conjugate transpose is the creation operator. -/
def ann (i : Mode M) : Op M :=
  Matrix.of fun s t => if i ∉ s ∧ t = insert i s then jwSign i s else 0

/-- The operator `∑ p, a†_{pσ} a_{pτ}`, which turns spin `τ` into spin `σ`. -/
def transfer (M : ℕ) (σ τ : Bool) : Op M := ∑ p : Fin M, (ann (p, σ))ᴴ * ann (p, τ)

/-- The number of spin-up electrons. -/
abbrev nUp (M : ℕ) : Op M := transfer M true true

/-- The number of spin-down electrons. -/
abbrev nDown (M : ℕ) : Op M := transfer M false false

/-- The spin raising operator. -/
abbrev sPlus (M : ℕ) : Op M := transfer M true false

/-- The spin lowering operator. -/
abbrev sMinus (M : ℕ) : Op M := transfer M false true

/-- The states with `k` spin-up and `l` spin-down electrons. -/
def sector (M k l : ℕ) : Submodule ℂ (Fock M) where
  carrier := {ψ | nUp M *ᵥ ψ = (k : ℂ) • ψ ∧ nDown M *ᵥ ψ = (l : ℂ) • ψ}
  add_mem' := fun h h' => ⟨by rw [Matrix.mulVec_add, h.1, h'.1, smul_add],
    by rw [Matrix.mulVec_add, h.2, h'.2, smul_add]⟩
  zero_mem' := ⟨by simp, by simp⟩
  smul_mem' := fun c _ h => ⟨by rw [Matrix.mulVec_smul, h.1, smul_comm],
    by rw [Matrix.mulVec_smul, h.2, smul_comm]⟩

/-- The states with `k` up and `l` down electrons that the raising operator kills. -/
def highestWeight (M k l : ℕ) : Submodule ℂ (Fock M) :=
  sector M k l ⊓ LinearMap.ker (Matrix.toLin' (sPlus M))
```

(a) Show that Fock space has dimension $4^M$.

Each of $2M$ spin orbitals is empty or filled: $2^{2M}=4^M$.

```lean
/-- The Fock space of `M` orbitals with two spins has dimension `4 ^ M`. -/
theorem finrank_fock (M : ℕ) : Module.finrank ℂ (Fock M) = 4 ^ M := by
  rw [Module.finrank_fintype_fun_eq_card, Fintype.card_finset, Fintype.card_prod,
    Fintype.card_fin, Fintype.card_bool, mul_comm, pow_mul]
  norm_num
```

(b) Let $\epsilon_{ij}=-1$ if $j$ precedes $i$, otherwise $1$. Show $\eta_i(s)=\prod_{j\in s}\epsilon_{ij}=\pm1$.

Every factor is $\pm1$.

```lean
/-- A Jordan-Wigner sign is `1` or `-1`. -/
theorem jwSign_cases (i : Mode M) (s : Config M) : jwSign i s = 1 ∨ jwSign i s = -1 :=
  Finset.prod_induction _ (fun x : ℂ => x = 1 ∨ x = -1)
    (by rintro _ _ (rfl | rfl) (rfl | rfl) <;> simp) (Or.inl rfl)
    (fun j _ => by unfold exchange; split_ifs <;> simp)
```

(c) Show $(a_i\psi)(s)=\eta_i(s)\psi(s\cup\{i\})$ for $i\notin s$, $(a_i^\dagger\psi)(s)=\eta_i(s\setminus\{i\})\psi(s\setminus\{i\})$ for $i\in s$, and zero otherwise.

Each matrix row has at most one nonzero entry, which is real.

```lean
/-- Amplitudes after annihilating or creating an electron in mode `i`. -/
theorem ladder_mulVec (i : Mode M) (ψ : Fock M) (s : Config M) :
    (ann i *ᵥ ψ) s = (if i ∈ s then 0 else jwSign i s * ψ (insert i s)) ∧
    ((ann i)ᴴ *ᵥ ψ) s =
      (if i ∈ s then jwSign i (s.erase i) * ψ (s.erase i) else 0) := by
  constructor
  · by_cases h : i ∈ s <;> simp [ann, Matrix.mulVec, dotProduct, h, ite_mul]
  · have entry : ∀ t, (ann i)ᴴ s t =
        if t = s.erase i then (if i ∈ s then jwSign i (s.erase i) else 0) else 0 := by
      intro t
      have key : (i ∉ t ∧ s = insert i t) ↔ (i ∈ s ∧ t = s.erase i) := by
        constructor
        · rintro ⟨h, rfl⟩
          exact ⟨Finset.mem_insert_self i t, (Finset.erase_insert h).symm⟩
        · rintro ⟨h, rfl⟩
          exact ⟨by simp, (Finset.insert_erase h).symm⟩
      rw [Matrix.conjTranspose_apply, ann, Matrix.of_apply]
      by_cases h : i ∈ s ∧ t = s.erase i
      · rw [if_pos (key.2 h), if_pos h.2, if_pos h.1, h.2]
        rcases jwSign_cases i (s.erase i) with e | e <;> simp [e]
      · rw [if_neg (fun h' => h (key.1 h')), star_zero]
        split_ifs with h1 h2
        · exact absurd ⟨h2, h1⟩ h
        · rfl
        · rfl
    simp only [Matrix.mulVec, dotProduct, entry, ite_mul, zero_mul, Finset.sum_ite_eq',
      Finset.mem_univ, if_true]
```

(d) Show $\{a_i,a_j\}=0$ and $\{a_i,a_j^\dagger\}=\delta_{ij}$.

For $i\ne j$, exactly one of $\epsilon_{ij},\epsilon_{ji}$ is $-1$ (`hex`), so the two orders cancel. For $i=j$, $a_i^2=0$, and exactly one of $a_ia_i^\dagger,a_i^\dagger a_i$ returns the amplitude, since $\eta_i^2=1$.

```lean
/-- The canonical anticommutation relations. -/
theorem anticommutation (i j : Mode M) :
    ann i * ann j + ann j * ann i = 0 ∧
    ann i * (ann j)ᴴ + (ann j)ᴴ * ann i = if i = j then 1 else 0 := by
  have ext' : ∀ A B : Op M, (∀ v s, (A *ᵥ v) s = (B *ᵥ v) s) → A = B := fun A B h =>
    Matrix.toLin'.injective (LinearMap.ext fun v => funext fun s => h v s)
  -- for two different modes exactly one of the two exchange factors is `-1`
  have hex : i ≠ j → (exchange i j = 1 ∧ exchange j i = -1) ∨
      (exchange i j = -1 ∧ exchange j i = 1) := by
    intro h
    have hp : position i ≠ position j := by
      intro e
      apply h
      obtain ⟨p, σ⟩ := i
      obtain ⟨q, τ⟩ := j
      have e' : 2 * (p : ℕ) + σ.toNat = 2 * (q : ℕ) + τ.toNat := e
      cases σ <;> cases τ <;> simp only [Bool.toNat_true, Bool.toNat_false] at e' <;>
        first
        | (exfalso; omega)
        | (have hpq : p = q := Fin.ext (by omega)
           rw [hpq])
    unfold exchange
    rcases lt_or_gt_of_ne hp with h | h
    · exact Or.inl ⟨if_neg (by omega), if_pos h⟩
    · exact Or.inr ⟨if_pos h, if_neg (by omega)⟩
  constructor <;> refine ext' _ _ fun v s => ?_
  · simp only [Matrix.add_mulVec, ← Matrix.mulVec_mulVec, Pi.add_apply,
      (ladder_mulVec _ _ _).1, Matrix.zero_mulVec, Pi.zero_apply]
    by_cases hi : i ∈ s
    · simp [hi]
    by_cases hj : j ∈ s
    · simp [hj]
    rcases eq_or_ne i j with rfl | hij
    · simp
    have e1 : jwSign j (insert i s) = exchange j i * jwSign j s := Finset.prod_insert hi
    have e2 : jwSign i (insert j s) = exchange i j * jwSign i s := Finset.prod_insert hj
    simp only [Finset.mem_insert, hi, hj, hij, hij.symm, or_self, if_false]
    rw [e1, e2, Finset.insert_comm j i s]
    rcases hex hij with ⟨a, b⟩ | ⟨a, b⟩ <;> rw [a, b] <;> ring
  · rcases eq_or_ne i j with rfl | hij
    · rw [if_pos rfl]
      simp only [Matrix.add_mulVec, ← Matrix.mulVec_mulVec, Pi.add_apply,
        (ladder_mulVec _ _ _).1, (ladder_mulVec _ _ _).2, Matrix.one_mulVec]
      by_cases hi : i ∈ s
      · rcases jwSign_cases i (s.erase i) with e | e <;> simp [hi, e, Finset.insert_erase hi]
      · rcases jwSign_cases i s with e | e <;> simp [hi, e, Finset.erase_insert hi]
    · rw [if_neg hij]
      simp only [Matrix.add_mulVec, ← Matrix.mulVec_mulVec, Pi.add_apply,
        (ladder_mulVec _ _ _).1, (ladder_mulVec _ _ _).2, Matrix.zero_mulVec, Pi.zero_apply]
      by_cases hi : i ∈ s
      · simp [hi, hij]
      by_cases hj : j ∈ s
      · have e1 : jwSign j (insert i (s.erase j)) = exchange j i * jwSign j (s.erase j) :=
          Finset.prod_insert (by simp [hi])
        have e2 : jwSign i s = exchange i j * jwSign i (s.erase j) :=
          (Finset.mul_prod_erase s _ hj).symm
        simp only [Finset.mem_insert, Finset.mem_erase, hi, hj, or_true, and_false,
          if_true, if_false]
        rw [Finset.erase_insert_of_ne hij, e1, e2]
        rcases hex hij with ⟨a, b⟩ | ⟨a, b⟩ <;> rw [a, b] <;> ring
      · simp [hi, hj, hij.symm]
```

(e) Show $[T_{\sigma\tau},T_{\sigma'\tau'}]=\delta_{\tau\sigma'}T_{\sigma\tau'}-\delta_{\tau'\sigma}T_{\sigma'\tau}$.

Here let $i,j,k,l$ denote spin orbitals, not electron numbers. By (d), quartic terms cancel, leaving $[a_i^\dagger a_j,a_k^\dagger a_l]=\delta_{jk}a_i^\dagger a_l-\delta_{li}a_k^\dagger a_j$ (`pair`). Sum over orbitals.

```lean
/-- Commutators of the spin-transfer operators. -/
theorem transfer_comm (M : ℕ) (σ τ σ' τ' : Bool) :
    transfer M σ τ * transfer M σ' τ' - transfer M σ' τ' * transfer M σ τ =
      (if τ = σ' then transfer M σ τ' else 0) - (if τ' = σ then transfer M σ' τ else 0) := by
  have pair : ∀ i j k l : Mode M,
      (ann i)ᴴ * ann j * ((ann k)ᴴ * ann l) - (ann k)ᴴ * ann l * ((ann i)ᴴ * ann j) =
        (if j = k then (ann i)ᴴ * ann l else 0) - (if l = i then (ann k)ᴴ * ann j else 0) := by
    intro i j k l
    have h3 := (anticommutation j l).1
    have h4 : (ann i)ᴴ * (ann k)ᴴ + (ann k)ᴴ * (ann i)ᴴ = 0 := by
      rw [← Matrix.conjTranspose_mul, ← Matrix.conjTranspose_mul, ← Matrix.conjTranspose_add,
        (anticommutation k i).1, Matrix.conjTranspose_zero]
    have key : (ann i)ᴴ * (ann k)ᴴ * (ann j * ann l) =
        (ann k)ᴴ * (ann i)ᴴ * (ann l * ann j) := by
      rw [eq_neg_of_add_eq_zero_left h4, eq_neg_of_add_eq_zero_left h3, neg_mul_neg]
    have e1 : (if j = k then (ann i)ᴴ * ann l else 0) =
        (ann i)ᴴ * (ann j * (ann k)ᴴ + (ann k)ᴴ * ann j) * ann l := by
      rw [(anticommutation j k).2]; split_ifs <;> simp
    have e2 : (if l = i then (ann k)ᴴ * ann j else 0) =
        (ann k)ᴴ * (ann l * (ann i)ᴴ + (ann i)ᴴ * ann l) * ann j := by
      rw [(anticommutation l i).2]; split_ifs <;> simp
    rw [e1, e2, ← sub_eq_zero, ← neg_eq_zero, ← sub_eq_zero.2 key]
    noncomm_ring
  have swap : transfer M σ' τ' * transfer M σ τ = ∑ p : Fin M, ∑ q : Fin M,
      (ann (q, σ'))ᴴ * ann (q, τ') * ((ann (p, σ))ᴴ * ann (p, τ)) := by
    unfold transfer
    rw [Finset.sum_mul_sum, Finset.sum_comm]
  rw [swap]
  unfold transfer
  rw [Finset.sum_mul_sum]
  simp_rw [← Finset.sum_sub_distrib, pair]
  cases σ <;> cases τ <;> cases σ' <;> cases τ' <;> simp [Finset.sum_sub_distrib]
```

(f) Show $\dim V_{k,l}=\binom Mk\binom Ml$.

Number operators are diagonal, so amplitudes are free on configurations with $k$ ups and $l$ downs, and zero elsewhere. Defining $V_{k,l}$ as the span of these configurations would shorten the count but leave the eigenvalue equations to prove.

```lean
/-- The states with `k` up and `l` down electrons have dimension `choose M k * choose M l`. -/
theorem finrank_sector (M k l : ℕ) :
    Module.finrank ℂ (sector M k l) = M.choose k * M.choose l := by
  -- number operators are diagonal and count filled spin orbitals
  have hN : ∀ (σ : Bool) (ψ : Fock M) (s : Config M), (transfer M σ σ *ᵥ ψ) s =
      ((Finset.univ.filter fun p : Fin M => (p, σ) ∈ s).card : ℂ) * ψ s := by
    intro σ ψ s
    have hs : transfer M σ σ *ᵥ ψ = ∑ p : Fin M, ((ann (p, σ))ᴴ * ann (p, σ)) *ᵥ ψ :=
      map_sum (AddMonoidHom.mk' (fun A : Op M => A *ᵥ ψ)
        (fun A B => Matrix.add_mulVec A B ψ)) (fun p => (ann (p, σ))ᴴ * ann (p, σ)) Finset.univ
    rw [hs, Finset.sum_apply, ← nsmul_eq_mul, ← Finset.sum_const, Finset.sum_filter]
    refine Finset.sum_congr rfl fun p _ => ?_
    rw [← Matrix.mulVec_mulVec, (ladder_mulVec _ _ _).2, (ladder_mulVec _ _ _).1]
    by_cases h : (p, σ) ∈ s
    · rcases jwSign_cases (p, σ) (s.erase (p, σ)) with e | e <;>
        simp [h, e, Finset.insert_erase h]
    · simp [h]
  obtain ⟨C, hC⟩ : ∃ C : Finset (Config M), ∀ s, s ∈ C ↔
      (Finset.univ.filter fun p : Fin M => (p, true) ∈ s).card = k ∧
      (Finset.univ.filter fun p : Fin M => (p, false) ∈ s).card = l :=
    ⟨Finset.univ.filter fun s : Config M =>
      (Finset.univ.filter fun p : Fin M => (p, true) ∈ s).card = k ∧
      (Finset.univ.filter fun p : Fin M => (p, false) ∈ s).card = l, fun s => by
      rw [Finset.mem_filter]; exact and_iff_right (Finset.mem_univ s)⟩
  have hmem : ∀ ψ : Fock M, ψ ∈ sector M k l ↔ ∀ s, s ∉ C → ψ s = 0 := by
    intro ψ
    constructor
    · rintro ⟨h1, h2⟩ s hs
      by_contra h0
      have e1 := congrFun h1 s
      have e2 := congrFun h2 s
      rw [hN, Pi.smul_apply, smul_eq_mul] at e1 e2
      exact hs ((hC s).2 ⟨Nat.cast_injective (mul_right_cancel₀ h0 e1),
        Nat.cast_injective (mul_right_cancel₀ h0 e2)⟩)
    · intro h
      constructor <;> funext s <;> rw [hN, Pi.smul_apply, smul_eq_mul] <;> by_cases hs : s ∈ C
      · rw [((hC s).1 hs).1]
      · rw [h s hs, mul_zero, mul_zero]
      · rw [((hC s).1 hs).2]
      · rw [h s hs, mul_zero, mul_zero]
  -- a state of the sector is a free choice of amplitudes on `C`
  let r : sector M k l →ₗ[ℂ] ({s // s ∈ C} → ℂ) :=
    (LinearMap.funLeft ℂ ℂ (Subtype.val : {s // s ∈ C} → Config M)).comp (sector M k l).subtype
  have hr : Function.Bijective r := by
    constructor
    · intro ψ φ h
      refine Subtype.ext (funext fun s => ?_)
      by_cases hs : s ∈ C
      · exact congrFun h ⟨s, hs⟩
      · rw [(hmem _).1 ψ.2 s hs, (hmem _).1 φ.2 s hs]
    · intro g
      exact ⟨⟨fun s => if h : s ∈ C then g ⟨s, h⟩ else 0,
        (hmem _).2 fun s hs => dif_neg hs⟩, funext fun s => dif_pos s.2⟩
  have hcard : C.card = (Finset.powersetCard k (Finset.univ : Finset (Fin M)) ×ˢ
      Finset.powersetCard l (Finset.univ : Finset (Fin M))).card := by
    refine Finset.card_nbij'
      (fun s => (Finset.univ.filter fun p => (p, true) ∈ s,
        Finset.univ.filter fun p => (p, false) ∈ s))
      (fun A => Finset.univ.filter fun i => i.1 ∈ cond i.2 A.1 A.2) ?_ ?_ ?_ ?_
    · intro s hs
      simpa [Finset.mem_powersetCard] using (hC s).1 hs
    · intro A hA
      simpa [hC, Finset.mem_powersetCard] using hA
    · intro s _
      ext ⟨p, σ⟩
      cases σ <;> simp
    · intro A _
      exact Prod.ext (by ext p; simp) (by ext p; simp)
  rw [(LinearEquiv.ofBijective r hr).finrank_eq, Module.finrank_fintype_fun_eq_card,
    Fintype.card_coe, hcard, Finset.card_product, Finset.card_powersetCard,
    Finset.card_powersetCard, Finset.card_univ, Fintype.card_fin]
```

(g) For $w\in V_{k,l}$, show $\|S_-w\|^2=\|S_+w\|^2+(k-l)\|w\|^2$.

Since $S_-^\dagger=S_+$, the left side is $\langle w,S_+S_-w\rangle$; by (e), $S_+S_-=S_-S_++N_\uparrow-N_\downarrow$.

```lean
/-- For a state with `k` up and `l` down electrons, the squared norms after lowering and after
raising the spin differ by `k - l` times the squared norm of the state. -/
theorem lowering_norm {k l : ℕ} {w : Fock M} (hw : w ∈ sector M k l) :
    ∑ s, ‖(sMinus M *ᵥ w) s‖ ^ 2 =
      ∑ s, ‖(sPlus M *ᵥ w) s‖ ^ 2 + ((k : ℝ) - l) * ∑ s, ‖w s‖ ^ 2 := by
  have hn : ∀ v : Fock M, ((∑ s, ‖v s‖ ^ 2 : ℝ) : ℂ) = star v ⬝ᵥ v := by
    intro v
    rw [dotProduct]
    push_cast
    exact Finset.sum_congr rfl fun s _ => (Complex.conj_mul' (v s)).symm
  have adj : ∀ A : Op M, star (A *ᵥ w) ⬝ᵥ (A *ᵥ w) = star w ⬝ᵥ ((Aᴴ * A) *ᵥ w) := by
    intro A
    rw [Matrix.star_mulVec, ← Matrix.dotProduct_mulVec, Matrix.mulVec_mulVec]
  have hm : (sMinus M)ᴴ = sPlus M := by
    simp [transfer, Matrix.conjTranspose_sum, Matrix.conjTranspose_mul]
  have hp : (sPlus M)ᴴ = sMinus M := by rw [← hm, Matrix.conjTranspose_conjTranspose]
  have comm : sPlus M * sMinus M = sMinus M * sPlus M + (nUp M - nDown M) := by
    have h := transfer_comm M true false false true
    rw [if_pos rfl, if_pos rfl] at h
    exact sub_eq_iff_eq_add'.1 h
  apply Complex.ofReal_injective
  rw [Complex.ofReal_add, Complex.ofReal_mul, Complex.ofReal_sub, Complex.ofReal_natCast,
    Complex.ofReal_natCast, hn (sMinus M *ᵥ w), hn (sPlus M *ᵥ w), hn w, adj (sMinus M),
    adj (sPlus M), hm, hp, comm, Matrix.add_mulVec, Matrix.sub_mulVec, hw.1, hw.2,
    dotProduct_add, dotProduct_sub, dotProduct_smul, dotProduct_smul, smul_eq_mul, smul_eq_mul]
  ring
```

(h) Show $w=0$ if $k>l$ and $S_-w=0$, or $k<l$ and $S_+w=0$.

In (g), nonnegative terms then sum to zero, including $|k-l|\,\|w\|^2$.

```lean
/-- A state with a definite number of up and of down electrons vanishes if it has more up than
down electrons and is killed by `S-`, or more down than up electrons and is killed by `S+`. -/
theorem eq_zero_of_killed {k l : ℕ} {w : Fock M} (hw : w ∈ sector M k l)
    (h : (l < k ∧ sMinus M *ᵥ w = 0) ∨ (k < l ∧ sPlus M *ᵥ w = 0)) : w = 0 := by
  have hN := lowering_norm hw
  have pos : ∀ v : Fock M, 0 ≤ ∑ s, ‖v s‖ ^ 2 := fun v =>
    Finset.sum_nonneg fun s _ => sq_nonneg _
  have zero : ∑ s, ‖(0 : Fock M) s‖ ^ 2 = 0 := by simp
  have hz : ∑ s, ‖w s‖ ^ 2 = 0 := by
    refine le_antisymm ?_ (pos w)
    rcases h with ⟨hlt, h0⟩ | ⟨hlt, h0⟩
    · have hc : (0 : ℝ) < (k : ℝ) - l := sub_pos.2 (Nat.cast_lt.2 hlt)
      rw [h0, zero] at hN
      have := pos (sPlus M *ᵥ w)
      exact le_of_mul_le_mul_left (by linarith) hc
    · have hc : (0 : ℝ) < (l : ℝ) - k := sub_pos.2 (Nat.cast_lt.2 hlt)
      rw [h0, zero] at hN
      have := pos (sMinus M *ᵥ w)
      exact le_of_mul_le_mul_left (by linarith) hc
  funext s
  simpa using (Finset.sum_eq_zero_iff_of_nonneg (fun s _ => sq_nonneg ‖w s‖)).1 hz s
    (Finset.mem_univ s)
```

(i) For $1\le l\le k+1$, show, in the integers,
$$\dim H_{k,l}=\tbinom Mk\tbinom Ml-\tbinom M{k+1}\tbinom M{l-1}.$$

Let $U=V_{k+1,l-1}$. By (e), $S_+:V_{k,l}\to U$ and $S_-:U\to V_{k,l}$ (`shift`). If $w\in U$ and $S_+S_-w=0$, then $\|S_-w\|^2=0$, so $w=0$ by (h). Thus $S_+S_-$ is injective on $U$, hence onto, and so is $S_+$. Rank-nullity and (f) finish.

Since $\mathbf S^2=S_-S_++S_z(S_z+1)$ with $S_z=(N_\uparrow-N_\downarrow)/2$, every nonzero state in $H_{k,l}$ has total spin $(k-l)/2$. For $M=3,k=2,l=1$ there are $3\cdot3-1\cdot1=8$ independent doublet states with $S_z=1/2$, the spin-adapted full-CI dimension in this finite basis without spatial symmetry.

```lean
/-- For `1 ≤ l ≤ k + 1`, the states with `k` up and `l` down electrons killed by `S+` form a space
of dimension `choose M k * choose M l - choose M (k+1) * choose M (l-1)`. -/
theorem finrank_highestWeight (M : ℕ) {k l : ℕ} (hl : 1 ≤ l) (hlk : l ≤ k + 1) :
    (Module.finrank ℂ (highestWeight M k l) : ℤ) =
      M.choose k * M.choose l - M.choose (k + 1) * M.choose (l - 1) := by
  obtain ⟨m, rfl⟩ : ∃ m, l = m + 1 := ⟨l - 1, by omega⟩
  have shift : ∀ (N A : Op M) (c n n' : ℂ) (ψ : Fock M), N * A - A * N = c • A →
      N *ᵥ ψ = n • ψ → n + c = n' → N *ᵥ (A *ᵥ ψ) = n' • (A *ᵥ ψ) := by
    intro N A c n n' ψ h hψ hn
    have hs : (c • A) *ᵥ ψ = c • (A *ᵥ ψ) := by
      ext s
      simp [Matrix.mulVec, dotProduct, Finset.mul_sum, mul_assoc]
    rw [Matrix.mulVec_mulVec, sub_eq_iff_eq_add'.1 h, Matrix.add_mulVec, ← Matrix.mulVec_mulVec,
      hψ, Matrix.mulVec_smul, hs, ← add_smul, hn]
  -- `S+` and `S-` connect the two neighbouring sectors
  have up : ∀ v ∈ sector M k (m + 1), sPlus M *ᵥ v ∈ sector M (k + 1) m := fun v hv =>
    ⟨shift (nUp M) (sPlus M) 1 k _ v (by simpa using transfer_comm M true true true false)
      hv.1 (by push_cast; ring),
     shift (nDown M) (sPlus M) (-1) (m + 1 : ℕ) _ v
      (by simpa using transfer_comm M false false true false) hv.2 (by push_cast; ring)⟩
  have down : ∀ w ∈ sector M (k + 1) m, sMinus M *ᵥ w ∈ sector M k (m + 1) := fun w hw =>
    ⟨shift (nUp M) (sMinus M) (-1) (k + 1 : ℕ) _ w
      (by simpa using transfer_comm M true true false true) hw.1 (by push_cast; ring),
     shift (nDown M) (sMinus M) 1 m _ w (by simpa using transfer_comm M false false false true)
      hw.2 (by push_cast; ring)⟩
  -- `S+ S-` is injective on the upper sector, hence onto
  let T : sector M (k + 1) m →ₗ[ℂ] sector M (k + 1) m :=
    (Matrix.toLin' (sPlus M * sMinus M)).restrict (fun w hw => by
      rw [Matrix.toLin'_apply, ← Matrix.mulVec_mulVec]
      exact up _ (down w hw))
  have hT : Function.Injective T := by
    rw [injective_iff_map_eq_zero]
    rintro ⟨w, hw⟩ h0
    have h1 : (sPlus M * sMinus M) *ᵥ w = 0 := congrArg Subtype.val h0
    have hm : (sMinus M)ᴴ = sPlus M := by
      simp [transfer, Matrix.conjTranspose_sum, Matrix.conjTranspose_mul]
    have h2 : sMinus M *ᵥ w = 0 :=
      (Matrix.conjTranspose_mul_self_mulVec_eq_zero (sMinus M) w).1 (by rw [hm]; exact h1)
    exact Subtype.ext (eq_zero_of_killed hw (Or.inl ⟨by omega, h2⟩))
  let f := (Matrix.toLin' (sPlus M)).domRestrict (sector M k (m + 1))
  have hrange : LinearMap.range f = sector M (k + 1) m := by
    ext w
    constructor
    · rintro ⟨v, rfl⟩
      exact up v.1 v.2
    · intro hw
      obtain ⟨u, hu⟩ := LinearMap.injective_iff_surjective.1 hT ⟨w, hw⟩
      have hu' : (sPlus M * sMinus M) *ᵥ u.1 = w := congrArg Subtype.val hu
      rw [← Matrix.mulVec_mulVec] at hu'
      exact ⟨⟨sMinus M *ᵥ u.1, down u.1 u.2⟩, hu'⟩
  have hker : highestWeight M k (m + 1) =
      (LinearMap.ker f).map (sector M k (m + 1)).subtype := by
    ext w
    constructor
    · rintro ⟨hV, hK⟩
      exact ⟨⟨w, hV⟩, hK, rfl⟩
    · rintro ⟨y, hy, rfl⟩
      exact ⟨y.2, hy⟩
  -- rank-nullity for `S+` on the lower sector
  have hdim := LinearMap.finrank_range_add_finrank_ker f
  rw [hrange, finrank_sector, finrank_sector] at hdim
  rw [hker, ← (Submodule.equivMapOfInjective (sector M k (m + 1)).subtype
    (sector M k (m + 1)).injective_subtype (LinearMap.ker f)).finrank_eq, Nat.add_sub_cancel]
  zify at hdim
  linarith
```

(j) Show $H_{k,l}=0$ for $k<l$.

Apply (h). Parts (i) and (j) leave only $l=0$. There $S_+$ kills all of $V_{k,0}$, as there is no down electron to flip, so (f) gives $\dim H_{k,0}=\binom Mk$.

```lean
/-- With more down than up electrons, only the zero vector is killed by `S+`. -/
theorem highestWeight_eq_bot (M : ℕ) {k l : ℕ} (h : k < l) : highestWeight M k l = ⊥ :=
  (Submodule.eq_bot_iff _).2 fun _ hw => eq_zero_of_killed hw.1 (Or.inr ⟨h, hw.2⟩)

end

end FockHighestWeight
```

```lean
#print axioms FockHighestWeight.finrank_fock
#print axioms FockHighestWeight.eq_zero_of_killed
#print axioms FockHighestWeight.finrank_highestWeight
#print axioms FockHighestWeight.highestWeight_eq_bot
```

```
'FockHighestWeight.finrank_fock' depends on axioms: [propext, Classical.choice, Quot.sound]
'FockHighestWeight.eq_zero_of_killed' depends on axioms: [propext, Classical.choice, Quot.sound]
'FockHighestWeight.finrank_highestWeight' depends on axioms: [propext, Classical.choice, Quot.sound]
'FockHighestWeight.highestWeight_eq_bot' depends on axioms: [propext, Classical.choice, Quot.sound]
```
